# Walsh functions diagonalise every matrix h(x+y) on bit strings, and the transverse-field level n − 2m has multiplicity n choose m

To evolve an \(n\)-qubit state vector under a uniform transverse field, a simulation can apply a Walsh-Hadamard transform, multiply each amplitude by a phase, and transform back. This works because the Walsh functions are eigenvectors of the sum of all single-bit flips, as they are of every matrix whose entries depend only on the bitwise sum of row and column labels.

```lean
import Mathlib

open Matrix

namespace WalshHadamard

noncomputable section

/-- Bit strings of length `n`, added bitwise modulo two. -/
abbrev Bits (n : ℕ) := Fin n → ZMod 2

variable {n : ℕ}

/-- The Walsh function `(-1)^(s·x)` labelled by the bit string `s`. -/
def walsh (s x : Bits n) : ℂ := (-1) ^ (s ⬝ᵥ x).val

/-- The matrix with entries `h (x + y)`. -/
def convMatrix (h : Bits n → ℂ) : Matrix (Bits n) (Bits n) ℂ :=
  Matrix.of fun x y => h (x + y)

/-- The unnormalised Walsh-Hadamard transform of `h`. -/
def wht (h : Bits n → ℂ) (s : Bits n) : ℂ := ∑ z, h z * walsh s z

/-- The matrix that flips bit `i`. -/
def bitFlip (i : Fin n) : Matrix (Bits n) (Bits n) ℂ :=
  Matrix.of fun x y => if y = x + Pi.single i 1 then 1 else 0

/-- The transverse-field matrix: the sum of all single-bit flips. -/
def transverseField (n : ℕ) : Matrix (Bits n) (Bits n) ℂ := ∑ i, bitFlip i

/-- The function that is one on strings with a single bit set and zero elsewhere. -/
def singleFlip (z : Bits n) : ℂ := ∑ i, if z = Pi.single i 1 then 1 else 0

/-- A Walsh function turns bitwise addition into multiplication. -/
theorem walsh_add (s x y : Bits n) : walsh s (x + y) = walsh s x * walsh s y := by
  unfold walsh
  rw [dotProduct_add, ZMod.val_add, ← neg_one_pow_eq_pow_mod_two, pow_add]

/-- On the string with only bit `i` set, the Walsh function is `1` or `-1` according to `s i`. -/
theorem walsh_single (s : Bits n) (i : Fin n) :
    walsh s (Pi.single i 1) = if s i = 0 then 1 else -1 := by
  have h0 : walsh s (Pi.single i 1) = (-1) ^ (s i).val := by simp [walsh]
  rw [h0]
  rcases (by decide : ∀ a : ZMod 2, a = 0 ∨ a = 1) (s i) with h | h
  · rw [h]
    simp
  · rw [h, if_neg (by decide), show (1 : ZMod 2).val = 1 from rfl, pow_one]

/-- Walsh functions with different labels are orthogonal, and each has squared norm `2^n`. -/
theorem walsh_orthogonal (s t : Bits n) :
    star (walsh s) ⬝ᵥ walsh t = if s = t then 2 ^ n else 0 := by
  have hs : star (walsh s) ⬝ᵥ walsh t = ∑ x, walsh s x * walsh t x := by
    simp [dotProduct, walsh]
  rw [hs]
  split_ifs with h
  · subst h
    have h1 : ∀ x, walsh s x * walsh s x = 1 := by
      intro x
      rw [walsh, ← mul_pow]
      simp
    simp [h1, ZMod.card]
  · -- flipping a bit where `s` and `t` differ reverses the sign of the sum
    obtain ⟨i, hi⟩ := Function.ne_iff.mp h
    have hm : walsh s (Pi.single i 1) * walsh t (Pi.single i 1) = -1 := by
      rw [walsh_single, walsh_single]
      have key : ∀ a b : ZMod 2, a ≠ b → (a = 0 ∧ b ≠ 0) ∨ (a ≠ 0 ∧ b = 0) := by decide
      rcases key _ _ hi with ⟨ha, hb⟩ | ⟨ha, hb⟩ <;> simp [ha, hb]
    have hneg : ∀ x : Bits n, walsh s (x + Pi.single i 1) * walsh t (x + Pi.single i 1)
        = -(walsh s x * walsh t x) := by
      intro x
      rw [walsh_add, walsh_add]
      linear_combination (walsh s x * walsh t x) * hm
    have hshift := Equiv.sum_comp (Equiv.addRight (Pi.single i 1 : Bits n))
      (fun x => walsh s x * walsh t x)
    simp only [Equiv.coe_addRight, hneg, Finset.sum_neg_distrib] at hshift
    linear_combination (-1 / 2) * hshift

/-- The Walsh functions are linearly independent and span all complex functions on bit strings. -/
theorem walsh_basis : LinearIndependent ℂ (walsh (n := n)) ∧
    Submodule.span ℂ (Set.range (walsh (n := n))) = ⊤ := by
  have li : LinearIndependent ℂ (walsh (n := n)) := by
    rw [Fintype.linearIndependent_iff]
    intro g hg t
    -- the overlap with `walsh t` isolates one coefficient
    have h1 : star (walsh t) ⬝ᵥ (∑ s, g s • walsh s) = g t * 2 ^ n := by
      calc star (walsh t) ⬝ᵥ (∑ s, g s • walsh s)
          = ∑ s, g s * (star (walsh t) ⬝ᵥ walsh s) := by
            simp only [dotProduct, Finset.sum_apply, Pi.smul_apply, smul_eq_mul,
              Finset.mul_sum]
            rw [Finset.sum_comm]
            exact Finset.sum_congr rfl fun _ _ => Finset.sum_congr rfl fun _ _ => by ring
        _ = g t * 2 ^ n := by
            simp only [walsh_orthogonal, mul_ite, mul_zero]
            simp
    rw [hg, dotProduct_zero] at h1
    exact (mul_eq_zero.mp h1.symm).resolve_right (pow_ne_zero _ two_ne_zero)
  exact ⟨li, li.span_eq_top_of_card_eq_finrank' (by rw [Module.finrank_fintype_fun_eq_card])⟩

/-- Each Walsh function is an eigenvector of the matrix `h (x + y)`, with eigenvalue the
Walsh-Hadamard transform of `h`. -/
theorem convMatrix_mulVec_walsh (h : Bits n → ℂ) (s : Bits n) :
    convMatrix h *ᵥ walsh s = wht h s • walsh s := by
  ext x
  simp only [Matrix.mulVec, dotProduct, convMatrix, Matrix.of_apply, Pi.smul_apply,
    smul_eq_mul, wht]
  rw [Finset.sum_mul]
  -- shift the summation variable by `x`
  refine Eq.trans ?_ (Equiv.sum_comp (Equiv.addLeft x) fun z => h z * walsh s z * walsh s x)
  refine Finset.sum_congr rfl fun y _ => ?_
  change h (x + y) * walsh s y = h (x + y) * walsh s (x + y) * walsh s x
  have h1 : walsh s x * walsh s x = 1 := by
    rw [walsh, ← mul_pow]
    simp
  rw [walsh_add]
  linear_combination -(h (x + y) * walsh s y) * h1

/-- The eigenspace of the matrix `h (x + y)` at `μ` has dimension equal to the number of labels
at which the Walsh-Hadamard transform of `h` equals `μ`. -/
theorem finrank_eigenspace (h : Bits n → ℂ) (μ : ℂ) :
    Module.finrank ℂ (Module.End.eigenspace (Matrix.toLin' (convMatrix h)) μ)
      = Nat.card {s : Bits n // wht h s = μ} := by
  classical
  have li := (walsh_basis (n := n)).1
  have hspan : Module.End.eigenspace (Matrix.toLin' (convMatrix h)) μ
      = Submodule.span ℂ (Set.range fun s : {s : Bits n // wht h s = μ} => walsh s.1) := by
    apply le_antisymm
    · intro v hv
      rw [Module.End.mem_eigenspace_iff, Matrix.toLin'_apply] at hv
      have hmem : v ∈ Submodule.span ℂ (Set.range (walsh (n := n))) := by
        rw [walsh_basis.2]
        trivial
      obtain ⟨c, rfl⟩ := (Submodule.mem_span_range_iff_exists_fun ℂ).mp hmem
      have e : convMatrix h *ᵥ (∑ s, c s • walsh s) = ∑ s, (c s * wht h s) • walsh s := by
        rw [← Matrix.toLin'_apply, map_sum]
        refine Finset.sum_congr rfl fun s _ => ?_
        rw [map_smul, Matrix.toLin'_apply, convMatrix_mulVec_walsh, smul_smul]
      have hz : ∑ s, (c s * (wht h s - μ)) • walsh s = 0 := by
        rw [e, Finset.smul_sum] at hv
        simp only [mul_sub, sub_smul, Finset.sum_sub_distrib]
        rw [hv, sub_eq_zero]
        exact Finset.sum_congr rfl fun s _ => by rw [smul_smul, mul_comm]
      -- only labels with transform value `μ` can contribute
      have hc := Fintype.linearIndependent_iff.mp li _ hz
      refine Submodule.sum_mem _ fun s _ => ?_
      by_cases hs : wht h s = μ
      · exact Submodule.smul_mem _ _ (Submodule.subset_span ⟨⟨s, hs⟩, rfl⟩)
      · have h0 : c s = 0 := (mul_eq_zero.mp (hc s)).resolve_right (sub_ne_zero.mpr hs)
        rw [h0, zero_smul]
        exact Submodule.zero_mem _
    · rw [Submodule.span_le]
      rintro _ ⟨s, rfl⟩
      have hs := convMatrix_mulVec_walsh h s.1
      rw [s.2] at hs
      exact Module.End.mem_eigenspace_iff.mpr hs
  rw [hspan, Nat.card_eq_fintype_card]
  exact finrank_span_eq_card (li.comp _ Subtype.val_injective)

/-- The transverse-field matrix has the form `h (x + y)`, with `h` the indicator of single
flips. -/
theorem transverseField_eq : transverseField n = convMatrix singleFlip := by
  ext x y
  simp only [transverseField, bitFlip, convMatrix, singleFlip, Matrix.sum_apply,
    Matrix.of_apply]
  refine Finset.sum_congr rfl fun i _ => if_congr ?_ rfl rfl
  rw [funext_iff, funext_iff]
  exact forall_congr' fun j =>
    (by decide : ∀ a b c : ZMod 2, b = a + c ↔ a + b = c) (x j) (y j) _

/-- The Walsh-Hadamard transform of the single-flip indicator is `n` minus twice the number of
nonzero bits of the label. -/
theorem wht_singleFlip (s : Bits n) : wht singleFlip s = n - 2 * (hammingNorm s : ℂ) := by
  simp only [wht, singleFlip, Finset.sum_mul]
  rw [Finset.sum_comm]
  have h1 : ∀ i : Fin n, ∑ z : Bits n, (if z = Pi.single i 1 then (1 : ℂ) else 0) * walsh s z
      = 1 - 2 * (if s i ≠ 0 then 1 else 0) := by
    intro i
    simp only [ite_mul, one_mul, zero_mul, Finset.sum_ite_eq', Finset.mem_univ, if_true,
      walsh_single]
    by_cases hs : s i = 0 <;> norm_num [hs]
  rw [Finset.sum_congr rfl fun i _ => h1 i, Finset.sum_sub_distrib, ← Finset.mul_sum,
    Finset.sum_boole]
  simp [hammingNorm]

/-- The eigenspace of the transverse-field matrix at `n - 2m` has dimension `n` choose `m`. -/
theorem transverseField_multiplicity (n m : ℕ) :
    Module.finrank ℂ (Module.End.eigenspace (Matrix.toLin' (transverseField n))
      ((n : ℂ) - 2 * m)) = n.choose m := by
  rw [transverseField_eq, finrank_eigenspace]
  -- a bit string is the same as the set of its nonzero bits
  let e : Bits n ≃ Finset (Fin n) :=
    { toFun := fun s => Finset.univ.filter fun i => s i ≠ 0
      invFun := fun A i => if i ∈ A then 1 else 0
      left_inv := by
        intro s
        funext i
        rcases (by decide : ∀ a : ZMod 2, a = 0 ∨ a = 1) (s i) with h | h <;> simp [h]
      right_inv := by
        intro A
        ext i
        simp }
  have hiff : ∀ s : Bits n, wht singleFlip s = (n : ℂ) - 2 * m ↔ (e s).card = m := by
    intro s
    rw [wht_singleFlip]
    change _ ↔ hammingNorm s = m
    constructor
    · intro h
      have h2 : (hammingNorm s : ℂ) = m := by linear_combination (-1 / 2) * h
      exact_mod_cast h2
    · intro h
      rw [h]
  have hcard : Nat.card {s : Bits n // wht singleFlip s = (n : ℂ) - 2 * m}
      = Nat.card {A : Finset (Fin n) // A.card = m} :=
    Nat.card_congr (Equiv.subtypeEquiv (q := fun A : Finset (Fin n) => A.card = m) e hiff)
  rw [hcard, Nat.card_eq_fintype_card,
    Fintype.card_finset_len, Fintype.card_fin]

end

end WalshHadamard
```

```lean
#print axioms WalshHadamard.transverseField_multiplicity
```

```
'WalshHadamard.transverseField_multiplicity' depends on axioms: [propext, Classical.choice, Quot.sound]
```

## Spins, flips and labels

A computational basis state of \(n\) spins is a bit string \(x\), represented in Lean by `Bits n`, the functions from `Fin n` to `ZMod 2`. Addition is bitwise modulo two, so \(x+x=0\). A state vector is a complex function of \(x\). Write \(e_i\) for the string whose only nonzero bit is bit \(i\); in the file it is `Pi.single i 1`.

The Walsh function labelled by a bit string \(s\) is

\[
\chi_s(x)=(-1)^{s\cdot x},\qquad s\cdot x=\sum_i s_i x_i \pmod 2 .
\]

This is `walsh s x`, where `.val` turns the dot product in `ZMod 2` into the exponent 0 or 1. The vector \(\chi_s\) is unnormalised; the unit vector is \(2^{-n/2}\chi_s\). Physically, it is the product state in which spin \(i\) is in \((|0\rangle+|1\rangle)/\sqrt2\) if \(s_i=0\) and in \((|0\rangle-|1\rangle)/\sqrt2\) if \(s_i=1\).

For a complex function \(h\), `convMatrix h` has entries \(h(x+y)\). The number \(h(z)\) is the amplitude for flipping exactly the bits set in \(z\), whatever the starting configuration. Such a matrix is a combination of products of Pauli \(X\) operators. It is Hermitian when \(h\) is real, but the theorems allow any complex \(h\). Its unnormalised transform, `wht h s`, is

\[
\hat h(s)=\sum_z h(z)\chi_s(z).
\]

The matrix `bitFlip i` is Pauli \(X\) on spin \(i\), and `transverseField n` is \(\sum_i X_i\), with unit field strength and a plus sign. For a Hamiltonian \(-\Gamma\sum_i X_i\) with \(\Gamma\neq0\), the energies are rescaled by \(-\Gamma\) and the multiplicities stay the same.

## What the theorems state

- `walsh_orthogonal`: the inner product of \(\chi_s\) and \(\chi_t\) is \(2^n\) if \(s=t\) and zero otherwise. The `star` is the complex conjugation of the first vector.
- `walsh_basis`: the Walsh functions are linearly independent and span the whole state space.
- `convMatrix_mulVec_walsh`: the matrix \(h(x+y)\) sends \(\chi_s\) to \(\hat h(s)\chi_s\).
- `finrank_eigenspace`: for every complex \(\mu\), the eigenspace at \(\mu\) has dimension equal to the number of labels \(s\) with \(\hat h(s)=\mu\). If there are none, the dimension is zero and \(\mu\) is not an eigenvalue.
- `transverseField_multiplicity`: the eigenspace of \(\sum_i X_i\) at \(n-2m\) has dimension \(\binom nm\). No bound on \(m\) is assumed; for \(m>n\) both sides are zero.

The transverse-field result concerns non-interacting spins in a uniform field. It does not give the spectrum of the transverse-field Ising model: the Ising coupling is diagonal in \(x\) with entries that vary with \(x\), so adding it destroys the form \(h(x+y)\).

## Orthogonality from a single bit flip

The dot product is linear, and a power of \(-1\) depends only on the parity of its exponent. Hence

\[
\chi_s(x+y)=\chi_s(x)\chi_s(y),\qquad \chi_s(e_i)=(-1)^{s_i}.
\]

These are `walsh_add` and `walsh_single`. Since \(\chi_s\) is real, the overlap of two Walsh functions is

\[
S=\sum_x\chi_s(x)\chi_t(x).
\]

If \(s=t\), each of the \(2^n\) terms is \((\pm1)^2=1\), so \(S=2^n\). If \(s\ne t\), choose a bit \(i\) at which they differ. Replacing \(x\) by \(x+e_i\) only reorders the sum, but multiplies every term by \((-1)^{s_i}(-1)^{t_i}=-1\). Thus \(S=-S\), and \(S=0\).

In `walsh_orthogonal`, `hm` is the product of the two signs, `hneg` is the change in each term, and `hshift` is the reordering, supplied by `Equiv.sum_comp`. The final `linear_combination` solves \(S=-S\).

Now suppose \(\sum_s g_s\chi_s=0\). Taking the overlap with \(\chi_t\) leaves \(2^n g_t=0\), so every coefficient vanishes. There are \(2^n\) independent functions in a space of dimension \(2^n\), so they form a basis. In `walsh_basis`, `h1` isolates the coefficient and the last line compares the dimensions.

## Eigenvalues by shifting the sum

Apply the matrix to \(\chi_s\) and set \(z=x+y\), which means \(y=x+z\):

\[
\sum_y h(x+y)\chi_s(y)
=\sum_z h(z)\chi_s(x+z)
=\Big(\sum_z h(z)\chi_s(z)\Big)\chi_s(x)
=\hat h(s)\chi_s(x).
\]

The Lean proof makes the same shift from the other side. It substitutes \(z=x+y\) in the last sum and removes the extra factor \(\chi_s(x)^2\) with `h1`, which says that this square is 1.

To find the full eigenspace at \(\mu\), expand an eigenvector as \(v=\sum_s c_s\chi_s\). The eigenvalue equation becomes

\[
\sum_s c_s\big(\hat h(s)-\mu\big)\chi_s=0 .
\]

By independence, \(c_s=0\) unless \(\hat h(s)=\mu\). Conversely, every Walsh function with \(\hat h(s)=\mu\) lies in the eigenspace. These functions therefore form a basis of it, and its dimension is their number. The two inclusions are the two branches after `le_antisymm` in `finrank_eigenspace`; `hz` is the displayed equation.

## Counting the nonzero bits of the label

The entry of \(\sum_i X_i\) at \((x,y)\) is 1 when \(y=x+e_i\) for some \(i\), and 0 otherwise. Modulo two, that condition is the same as \(x+y=e_i\). So the matrix has the form \(h(x+y)\) with \(h\) equal to `singleFlip`, which is what `transverseField_eq` proves.

For this \(h\), only the strings \(e_i\) contribute to the transform:

\[
\hat h(s)=\sum_i\chi_s(e_i)=\sum_i(-1)^{s_i}=n-2|s|,
\]

where \(|s|\) is the number of nonzero bits, `hammingNorm s`. Each zero bit of the label contributes \(+1\) and each nonzero bit \(-1\). In `wht_singleFlip`, `h1` evaluates the contribution of one bit.

The equation \(n-2|s|=n-2m\) holds exactly when \(|s|=m\). A string with \(m\) nonzero bits is the same thing as a set of \(m\) positions among \(n\), and there are \(\binom nm\) such sets. The last theorem builds this correspondence as `e`, matches the two conditions in `hiff`, and counts the subsets.

For two spins the labels 00, 01, 10 and 11 give eigenvalues 2, 0, 0 and \(-2\), with multiplicities 1, 2 and 1.

## The transform in a state-vector code

To apply \(\exp(-i\theta\sum_i X_i)\) to an amplitude array \(\psi\), compute \(\hat\psi(s)=\sum_x\psi(x)\chi_s(x)\) and then

\[
\psi'(x)=\frac1{2^n}\sum_s e^{-i\theta(n-2|s|)}\,\hat\psi(s)\,\chi_s(x).
\]

The fast transform makes one pass per bit, replacing each pair of amplitudes \((a,b)\) whose indices differ only in that bit, with \(a\) at bit value 0 and \(b\) at bit value 1, by \((a+b,a-b)\). It takes \(n2^n\) additions and subtractions, and \(|s|\) is the population count of the array index. The factor \(2^{-n}\) enters once, after both unnormalised transforms.

For a uniform field, rotating each spin separately has the same scaling. The transform is more useful for a real \(h\) with many multi-spin flips: one transform of \(h\) supplies all the eigenvalues, and the phases become \(e^{-i\theta\hat h(s)}\).

## The same model as a tensor product

The state space could also be modelled as an \(n\)-fold tensor product of two-dimensional spaces, with \(X_i\) acting on factor \(i\). The Walsh functions would then appear as products of single-spin eigenvectors, and the transverse-field eigenvalue as a sum of \(n\) signs. The matrix for a general \(h\) could be written there as a linear combination of products of Pauli \(X\) operators. With functions on bit strings, the general matrix is defined directly by its entries, and its eigenvalue equation is a shift of one summation variable.
